# Chirality selection rules for gamma-matrix products, and the momentum-space axial divergence 2m w γ5 u for free Dirac spinors of equal mass

Take a single gamma matrix γ^μ and a matrix γ5 with γ5² = 1 and γ5 γ^μ = −γ^μ γ5. The chiral projectors are P± = (1 ± γ5)/2. Moving one of them past γ^μ turns it into the other:

P+ γ^μ = γ^μ P−

P+ γ^μ P+ = γ^μ P− P+ = γ^μ (1 − γ5²)/4 = 0

A second gamma matrix turns the projector back, so P+ γ^μ γ^ν P− = γ^μ γ^ν P+ P− = 0. Only the parity of the number of gammas matters. The same sign change, applied to the Dirac equation, makes the two mass terms in the axial divergence add.

## Gammas, metric and projectors

The matrices are complex and square. Their size is left open, though the Clifford relation below can hold only if it is a multiple of 4. In Lean, `n` is the type of spinor indices, not the length of a product.

```lean
import Mathlib

open Matrix

namespace ChiralSelection

noncomputable section

variable {n : Type*} [Fintype n] [DecidableEq n]
```

The metric g^{μν} is diagonal with entries (1, −1, −1, −1).

```lean
/-- The Minkowski metric with signature (+,-,-,-). -/
def minkowski (μ ν : Fin 4) : ℂ := if μ = ν then ![1, -1, -1, -1] μ else 0
```

The one assumption on the gammas is the Clifford relation, which makes the square of the Dirac operator reproduce the relativistic energy–momentum relation:

γ^μ γ^ν + γ^ν γ^μ = 2 g^{μν} 1

No Hermiticity and no particular representation is assumed.

```lean
/-- The Clifford relation: the anticommutator of two gamma matrices is twice the metric. -/
def IsClifford (γ : Fin 4 → Matrix n n ℂ) : Prop :=
  ∀ μ ν, γ μ * γ ν + γ ν * γ μ = (2 * minkowski μ ν) • (1 : Matrix n n ℂ)
```

The chirality matrix is defined from the gammas, so its properties have to be derived:

γ5 = i γ⁰γ¹γ²γ³

```lean
/-- The chirality matrix, `i` times the ordered product of the four gammas. -/
def gamma5 (γ : Fin 4 → Matrix n n ℂ) : Matrix n n ℂ :=
  Complex.I • (γ 0 * γ 1 * γ 2 * γ 3)
```

The projectors are P+ = (1 + γ5)/2 and P− = (1 − γ5)/2.

```lean
/-- The projector `P+ = (1 + gamma5)/2`. -/
def projPlus (γ : Fin 4 → Matrix n n ℂ) : Matrix n n ℂ := (1 / 2 : ℂ) • (1 + gamma5 γ)

/-- The projector `P- = (1 - gamma5)/2`. -/
def projMinus (γ : Fin 4 → Matrix n n ℂ) : Matrix n n ℂ := (1 / 2 : ℂ) • (1 - gamma5 γ)
```

A product G of k gammas is specified by a list `L` of Lorentz indices, with k = `L.length`. Repeated indices are allowed, and the empty list gives G = 1.

```lean
/-- The product of gamma matrices along a list of Lorentz indices. -/
def gammaString (γ : Fin 4 → Matrix n n ℂ) (L : List (Fin 4)) : Matrix n n ℂ :=
  (L.map γ).prod
```

A momentum enters through its covariant components p_μ, so the slash needs no metric:

pslash = Σ_μ p_μ γ^μ

```lean
/-- The Feynman slash of a momentum given by its covariant components. -/
def slash (γ : Fin 4 → Matrix n n ℂ) (p : Fin 4 → ℂ) : Matrix n n ℂ := ∑ μ, p μ • γ μ
```

## γ5 squares to one and anticommutes with every gamma

Write Γ = γ⁰γ¹γ²γ³. A given γ^μ moved through Γ passes three different gammas, each with a minus sign, and one copy of itself without a sign. Hence Γ γ^μ = −γ^μ Γ. For the square, bring equal factors together from the left. Moving the second γ⁰ past three gammas costs (−1)³, the second γ¹ passes two, and the second γ² passes one:

Γ² = (−1)³ (−1)² (−1)¹ (γ⁰)² (γ¹)² (γ²)² (γ³)² = (+1)(1)(−1)(−1)(−1) = −1

The lemma states this for four elements a, b, c, d of any ring. Its `simp only` call sorts every product into alphabetical order by the exchange rules.

```lean
/-- Four anticommuting elements with squares 1, -1, -1, -1 have an ordered product that
squares to -1 and anticommutes with each of them. -/
theorem ordered_product {R : Type*} [Ring R] {a b c d : R}
    (ba : b * a = -(a * b)) (ca : c * a = -(a * c)) (da : d * a = -(a * d))
    (cb : c * b = -(b * c)) (db : d * b = -(b * d)) (dc : d * c = -(c * d))
    (aa : a * a = 1) (bb : b * b = -1) (cc : c * c = -1) (dd : d * d = -1) :
    (a * b * c * d) * (a * b * c * d) = -1 ∧
    (a * b * c * d) * a = -(a * (a * b * c * d)) ∧
    (a * b * c * d) * b = -(b * (a * b * c * d)) ∧
    (a * b * c * d) * c = -(c * (a * b * c * d)) ∧
    (a * b * c * d) * d = -(d * (a * b * c * d)) := by
  -- the same exchange rules inside a longer product
  have sw : ∀ y z : R, y * z = -(z * y) → ∀ x, y * (z * x) = -(z * (y * x)) :=
    fun y z h x => by rw [← mul_assoc, h, neg_mul, mul_assoc]
  have sq : ∀ y : R, y * y = -1 → ∀ x, y * (y * x) = -x :=
    fun y h x => by rw [← mul_assoc, h, neg_mul, one_mul]
  have sa : ∀ x, a * (a * x) = x := fun x => by rw [← mul_assoc, aa, one_mul]
  -- bring every product to the order a, b, c, d
  refine ⟨?_, ?_, ?_, ?_, ?_⟩ <;>
    simp only [mul_assoc, da, db, dc, aa, bb, cc, dd, sw _ _ ba, sw _ _ ca, sw _ _ da,
      sw _ _ cb, sw _ _ db, sw _ _ dc, sa, sq _ bb, sq _ cc, mul_neg, neg_neg, mul_one]
```

For μ ≠ ν the Clifford relation gives the exchange rules, and for μ = ν it gives (γ^μ)² = g^{μμ}. The factor i then corrects the sign of the square:

γ5² = i² Γ² = 1

γ5 γ^μ = −γ^μ γ5

```lean
/-- For Clifford gammas, `gamma5` squares to one and anticommutes with every gamma matrix. -/
theorem gamma5_sq_and_anticomm {γ : Fin 4 → Matrix n n ℂ} (h : IsClifford γ) :
    gamma5 γ * gamma5 γ = 1 ∧ ∀ μ, gamma5 γ * γ μ = -(γ μ * gamma5 γ) := by
  have sw : ∀ μ ν, μ ≠ ν → γ μ * γ ν = -(γ ν * γ μ) := fun μ ν hne =>
    eq_neg_of_add_eq_zero_left (by rw [h μ ν]; simp [minkowski, hne])
  have sq : ∀ μ, γ μ * γ μ = minkowski μ μ • (1 : Matrix n n ℂ) := fun μ => by
    linear_combination (norm := module) (1 / 2 : ℂ) • h μ μ
  obtain ⟨hs, h0, h1, h2, h3⟩ := ordered_product
    (sw 1 0 (by decide)) (sw 2 0 (by decide)) (sw 3 0 (by decide))
    (sw 2 1 (by decide)) (sw 3 1 (by decide)) (sw 3 2 (by decide))
    (by simpa [minkowski] using sq 0) (by simpa [minkowski] using sq 1)
    (by simpa [minkowski] using sq 2) (by simpa [minkowski] using sq 3)
  have key : ∀ μ, (γ 0 * γ 1 * γ 2 * γ 3) * γ μ = -(γ μ * (γ 0 * γ 1 * γ 2 * γ 3)) := by
    intro μ
    fin_cases μ
    exacts [h0, h1, h2, h3]
  constructor
  · simp only [gamma5, smul_mul_assoc, mul_smul_comm, smul_smul, hs, Complex.I_mul_I,
      smul_neg, neg_smul, one_smul, neg_neg]
  · intro μ
    rw [gamma5, smul_mul_assoc, mul_smul_comm, key, smul_neg]
```

## One sign per gamma

For a product G of k gammas, the claim is γ5 G = (−1)^k G γ5. The proof is by induction on the list. If the claim holds for G, then

γ5 γ^μ G = −γ^μ γ5 G = −(−1)^k γ^μ G γ5

which is the claim for k + 1 gammas. The empty product starts the induction.

```lean
/-- Moving `gamma5` through a string of Clifford gammas gives one minus sign per gamma. -/
theorem gamma5_mul_string {γ : Fin 4 → Matrix n n ℂ} (h : IsClifford γ) (L : List (Fin 4)) :
    gamma5 γ * gammaString γ L = (-1 : ℂ) ^ L.length • (gammaString γ L * gamma5 γ) := by
  induction L with
  | nil => simp [gammaString]
  | cons μ L ih =>
    have e : gammaString γ (μ :: L) = γ μ * gammaString γ L := by simp [gammaString]
    rw [e, List.length_cons, pow_succ, ← mul_assoc (gamma5 γ),
      (gamma5_sq_and_anticomm h).2 μ, neg_mul, mul_assoc (γ μ) (gamma5 γ), ih,
      mul_smul_comm, ← mul_assoc (γ μ), mul_neg_one, neg_smul]
```

## Which chiral blocks vanish

Expand the projectors:

4 P+ G P+ = G + G γ5 + γ5 G + γ5 G γ5

4 P+ G P− = G − G γ5 + γ5 G − γ5 G γ5

For odd k, γ5 G = −G γ5 and γ5 G γ5 = −G, so the first line is zero. For even k, γ5 G = G γ5 and γ5 G γ5 = G, so the second is zero. Reversing the sign of γ5 gives the statements with P+ and P− exchanged.

The theorem contains all four cases. In the proof, `noncomm_ring` performs the expansions and `abel` the cancellations.

In the usual representations the Dirac adjoint exchanges the projectors. For free Dirac fields, a vector current therefore joins equal chiralities, while a mass term joins opposite ones.

```lean
/-- Chirality selection rule for Clifford gammas: an odd string vanishes between equal
chiral projectors, and an even string vanishes between opposite ones. -/
theorem chirality_selection {γ : Fin 4 → Matrix n n ℂ} (h : IsClifford γ)
    (L : List (Fin 4)) :
    (Odd L.length → projPlus γ * gammaString γ L * projPlus γ = 0 ∧
      projMinus γ * gammaString γ L * projMinus γ = 0) ∧
    (Even L.length → projPlus γ * gammaString γ L * projMinus γ = 0 ∧
      projMinus γ * gammaString γ L * projPlus γ = 0) := by
  have hs := (gamma5_sq_and_anticomm h).1
  have hG := gamma5_mul_string h L
  unfold projPlus projMinus
  generalize gammaString γ L = G at *
  generalize gamma5 γ = g at *
  have pp : (1 + g) * G * (1 + g) = G + G * g + g * G + g * G * g := by noncomm_ring
  have mm : (1 - g) * G * (1 - g) = G - G * g - g * G + g * G * g := by noncomm_ring
  have pm : (1 + g) * G * (1 - g) = G - G * g + g * G - g * G * g := by noncomm_ring
  have mp : (1 - g) * G * (1 + g) = G + G * g - g * G - g * G * g := by noncomm_ring
  constructor
  · intro ho
    rw [ho.neg_one_pow, neg_smul, one_smul] at hG
    have h2 : g * G * g = -G := by rw [hG, neg_mul, mul_assoc, hs, mul_one]
    rw [h2, hG] at pp mm
    have pp' : (1 + g) * G * (1 + g) = 0 := by rw [pp]; abel
    have mm' : (1 - g) * G * (1 - g) = 0 := by rw [mm]; abel
    constructor <;> simp only [smul_mul_assoc, mul_smul_comm, pp', mm', smul_zero]
  · intro he
    rw [he.neg_one_pow, one_smul] at hG
    have h2 : g * G * g = G := by rw [hG, mul_assoc, hs, mul_one]
    rw [h2, hG] at pm mp
    have pm' : (1 + g) * G * (1 - g) = 0 := by rw [pm]; abel
    have mp' : (1 - g) * G * (1 + g) = 0 := by rw [mp]; abel
    constructor <;> simp only [smul_mul_assoc, mul_smul_comm, pm', mp', smul_zero]
```

The same sign removes odd traces. By cyclicity and γ5² = 1,

Tr G = Tr(γ5 G γ5) = −Tr G

so Tr G = 0 for odd k.

```lean
/-- The trace of a product of an odd number of Clifford gammas vanishes. -/
theorem trace_odd_string {γ : Fin 4 → Matrix n n ℂ} (h : IsClifford γ)
    {L : List (Fin 4)} (ho : Odd L.length) : (gammaString γ L).trace = 0 := by
  have hs := (gamma5_sq_and_anticomm h).1
  have hG := gamma5_mul_string h L
  rw [ho.neg_one_pow, neg_smul, one_smul] at hG
  -- conjugation by gamma5 keeps the trace but flips the sign of the string
  have h1 : (gamma5 γ * gammaString γ L * gamma5 γ).trace = (gammaString γ L).trace := by
    rw [Matrix.trace_mul_comm, ← mul_assoc, hs, one_mul]
  rw [hG, neg_mul, mul_assoc, hs, mul_one, Matrix.trace_neg] at h1
  linear_combination (-1 / 2 : ℂ) * h1
```

## The masses add in the axial divergence

Let u be a column spinor and w a row spinor. By linearity, for any momentum q and matrix A,

Σ_μ q_μ w γ^μ A u = w qslash A u

In Lean, `w ⬝ᵥ A *ᵥ u` is the plain sum of products w·(A u), without complex conjugation.

```lean
/-- Contracting the matrix elements of `gamma^mu A` with a momentum `q` gives the matrix
element of `qslash A`. -/
theorem contract_slash (γ : Fin 4 → Matrix n n ℂ) (q : Fin 4 → ℂ) (A : Matrix n n ℂ)
    (w u : n → ℂ) :
    ∑ μ, q μ * (w ⬝ᵥ (γ μ * A) *ᵥ u) = w ⬝ᵥ (slash γ q * A) *ᵥ u := by
  simp only [slash, Fin.sum_univ_four, add_mul, smul_mul_assoc, Matrix.add_mulVec,
    Matrix.smul_mulVec, dotProduct_add, dotProduct_smul, smul_eq_mul]
```

Now suppose that, in units with ħ = c = 1, the spinors solve the free Dirac equations

pslash u = m u,  w p'slash = m' w

Here m and m' are the masses of the incoming and outgoing particles. The row w is independent of u; physically it is the Dirac adjoint of the outgoing spinor. The theorem also permits complex masses and momenta.

Contract with the momentum transfer and move pslash through γ5:

Σ_μ (p' − p)_μ w γ^μ γ5 u
= w p'slash γ5 u − w pslash γ5 u
= m' w γ5 u + w γ5 pslash u
= (m' + m) w γ5 u

In the proof, `h1` is the m' term, and `h2` combines the sign change with the equation for u.

```lean
/-- For Clifford gammas and spinors solving the Dirac equations with masses `m` and `m'`, the axial
current contracted with the momentum transfer `p' - p` is `m' + m` times the pseudoscalar density.
-/
theorem axial_divergence_unequal {γ : Fin 4 → Matrix n n ℂ} (h : IsClifford γ)
    {p p' : Fin 4 → ℂ} {m m' : ℂ} {u w : n → ℂ}
    (hu : slash γ p *ᵥ u = m • u) (hw : w ᵥ* slash γ p' = m' • w) :
    ∑ μ, (p' μ - p μ) * (w ⬝ᵥ (γ μ * gamma5 γ) *ᵥ u) =
      (m' + m) * (w ⬝ᵥ gamma5 γ *ᵥ u) := by
  have anti : slash γ p * gamma5 γ = -(gamma5 γ * slash γ p) := by
    simp only [slash, Fin.sum_univ_four, add_mul, mul_add, smul_mul_assoc, mul_smul_comm,
      (gamma5_sq_and_anticomm h).2]
    module
  -- the outgoing momentum acts on w
  have h1 : w ⬝ᵥ (slash γ p' * gamma5 γ) *ᵥ u = m' * (w ⬝ᵥ gamma5 γ *ᵥ u) := by
    rw [← Matrix.mulVec_mulVec, Matrix.dotProduct_mulVec, hw, smul_dotProduct, smul_eq_mul]
  -- the incoming momentum passes gamma5 with a sign and acts on u
  have h2 : w ⬝ᵥ (slash γ p * gamma5 γ) *ᵥ u = -(m * (w ⬝ᵥ gamma5 γ *ᵥ u)) := by
    rw [anti, Matrix.neg_mulVec, dotProduct_neg, ← Matrix.mulVec_mulVec, hu,
      Matrix.mulVec_smul, dotProduct_smul, smul_eq_mul]
  simp only [sub_mul, Finset.sum_sub_distrib]
  rw [contract_slash, contract_slash, h1, h2]
  ring
```

Equal masses give 2m w γ5 u. The contraction with p' − p is the divergence in momentum space; for plane waves u e^{−ip·x} and w e^{ip'·x}, the spacetime divergence is this contraction times i e^{i(p'−p)·x}. The identity concerns matrix elements between free spinors and does not address the axial anomaly of a quantised gauge theory.

```lean
/-- For Clifford gammas and two spinors solving the Dirac equation with the same mass `m`, the axial
current contracted with the momentum transfer `p' - p` is `2m` times the pseudoscalar density. -/
theorem axial_divergence {γ : Fin 4 → Matrix n n ℂ} (h : IsClifford γ)
    {p p' : Fin 4 → ℂ} {m : ℂ} {u w : n → ℂ}
    (hu : slash γ p *ᵥ u = m • u) (hw : w ᵥ* slash γ p' = m • w) :
    ∑ μ, (p' μ - p μ) * (w ⬝ᵥ (γ μ * gamma5 γ) *ᵥ u) =
      2 * m * (w ⬝ᵥ gamma5 γ *ᵥ u) := by
  rw [axial_divergence_unequal h hu hw]
  ring
```

Without γ5 there is no sign change, and the masses subtract:

Σ_μ (p' − p)_μ w γ^μ u = (m' − m) w u

This needs only the two Dirac equations, not the Clifford relation. At equal masses the vector divergence vanishes.

```lean
/-- For spinors solving the Dirac equations with masses `m` and `m'`, the vector current contracted
with the momentum transfer `p' - p` is `m' - m` times the scalar density. -/
theorem vector_divergence {γ : Fin 4 → Matrix n n ℂ}
    {p p' : Fin 4 → ℂ} {m m' : ℂ} {u w : n → ℂ}
    (hu : slash γ p *ᵥ u = m • u) (hw : w ᵥ* slash γ p' = m' • w) :
    ∑ μ, (p' μ - p μ) * (w ⬝ᵥ γ μ *ᵥ u) = (m' - m) * (w ⬝ᵥ u) := by
  have c : ∀ q : Fin 4 → ℂ, ∑ μ, q μ * (w ⬝ᵥ γ μ *ᵥ u) = w ⬝ᵥ slash γ q *ᵥ u := fun q => by
    have := contract_slash γ q 1 w u
    simpa only [mul_one] using this
  simp only [sub_mul, Finset.sum_sub_distrib]
  rw [c, c, hu, Matrix.dotProduct_mulVec, hw, smul_dotProduct, dotProduct_smul,
    smul_eq_mul, smul_eq_mul]
```

## A particle at rest and a moving one, both of mass 3

In the Weyl representation γ5 = diag(−1, −1, 1, 1).

```lean
/-- The gamma matrices in the Weyl representation. -/
def weylGamma : Fin 4 → Matrix (Fin 4) (Fin 4) ℂ :=
  ![!![0, 0, 1, 0; 0, 0, 0, 1; 1, 0, 0, 0; 0, 1, 0, 0],
    !![0, 0, 0, 1; 0, 0, 1, 0; 0, -1, 0, 0; -1, 0, 0, 0],
    !![0, 0, 0, -Complex.I; 0, 0, Complex.I, 0; 0, Complex.I, 0, 0; -Complex.I, 0, 0, 0],
    !![0, 0, 1, 0; 0, 0, 0, -1; -1, 0, 0, 0; 0, 1, 0, 0]]
```

Take p_μ = (3, 0, 0, 0) with u = (1, 0, 1, 0), and p'_μ = (5, 0, 0, 4) with w = (1, 0, 3, 0). The components are covariant, so the second particle moves along −z, and 5² − 4² = 3². Since γ⁰ swaps the upper and lower halves of u, pslash u = 3u. For w,

w (5γ⁰ + 4γ³) = (3, 0, 9, 0) = 3w

The pseudoscalar density follows from γ5 u = (−1, 0, 1, 0):

w γ5 u = −1 + 3 = 2

The axial identity predicts 2 · 3 · 2 = 12. Directly, w γ⁰ γ5 u = −2 and w γ³ γ5 u = 4, while p' − p = (2, 0, 0, 4), so

2 · (−2) + 4 · 4 = 12

These spinors are unnormalised. Scaling each so that its product with its own Dirac adjoint is 1 divides both results by √12, giving a density of 1/√3 and a divergence of 2√3.

The last theorem checks the Clifford relation, both Dirac equations and the density 2, so the axial identity applies here with a nonzero right-hand side.

```lean
/-- The Weyl matrices obey the Clifford relation, and explicit spinors of mass 3 with covariant
momenta (3,0,0,0) and (5,0,0,4) solve their Dirac equations with pseudoscalar density 2. -/
theorem axial_divergence_witness :
    IsClifford weylGamma ∧
    slash weylGamma ![3, 0, 0, 0] *ᵥ ![1, 0, 1, 0] = (3 : ℂ) • ![1, 0, 1, 0] ∧
    ![1, 0, 3, 0] ᵥ* slash weylGamma ![5, 0, 0, 4] = (3 : ℂ) • ![1, 0, 3, 0] ∧
    ![1, 0, 3, 0] ⬝ᵥ gamma5 weylGamma *ᵥ ![1, 0, 1, 0] = 2 := by
  have one4 : ∀ c : ℂ, c • (1 : Matrix (Fin 4) (Fin 4) ℂ) =
      !![c, 0, 0, 0; 0, c, 0, 0; 0, 0, c, 0; 0, 0, 0, c] := by
    intro c
    ext i j
    fin_cases i <;> fin_cases j <;> simp
  have h5 : gamma5 weylGamma *ᵥ ![1, 0, 1, 0] = ![-1, 0, 1, 0] := by
    -- action of each Weyl matrix on a general spinor
    have act : ∀ a b c d : ℂ,
        weylGamma 0 *ᵥ ![a, b, c, d] = ![c, d, a, b] ∧
        weylGamma 1 *ᵥ ![a, b, c, d] = ![d, c, -b, -a] ∧
        weylGamma 2 *ᵥ ![a, b, c, d] =
          ![-Complex.I * d, Complex.I * c, Complex.I * b, -Complex.I * a] ∧
        weylGamma 3 *ᵥ ![a, b, c, d] = ![c, -d, -a, b] := by
      intro a b c d
      refine ⟨?_, ?_, ?_, ?_⟩ <;> ext i <;> fin_cases i <;>
        simp only [Matrix.mulVec, dotProduct, Fin.sum_univ_four] <;> simp [weylGamma]
    rw [gamma5, Matrix.smul_mulVec, ← Matrix.mulVec_mulVec, ← Matrix.mulVec_mulVec,
      ← Matrix.mulVec_mulVec, (act _ _ _ _).2.2.2, (act _ _ _ _).2.2.1,
      (act _ _ _ _).2.1, (act _ _ _ _).1]
    ext i
    fin_cases i <;> simp
  refine ⟨?_, ?_, ?_, ?_⟩
  · intro μ ν
    rw [one4]
    fin_cases μ <;> fin_cases ν <;> norm_num [weylGamma, minkowski]
  · ext i
    fin_cases i <;>
      simp only [slash, Fin.sum_univ_four, Matrix.mulVec, dotProduct, Matrix.add_apply,
        Matrix.smul_apply] <;> simp [weylGamma]
  · ext i
    fin_cases i <;>
      simp only [slash, Fin.sum_univ_four, Matrix.vecMul, dotProduct, Matrix.add_apply,
        Matrix.smul_apply] <;> simp [weylGamma] <;> norm_num
  · rw [h5]
    simp only [dotProduct, Fin.sum_univ_four]
    simp <;> norm_num

end

end ChiralSelection
```

```lean
#print axioms ChiralSelection.chirality_selection
#print axioms ChiralSelection.trace_odd_string
#print axioms ChiralSelection.axial_divergence
#print axioms ChiralSelection.vector_divergence
```

```
'ChiralSelection.chirality_selection' depends on axioms: [propext, Classical.choice, Quot.sound]
'ChiralSelection.trace_odd_string' depends on axioms: [propext, Classical.choice, Quot.sound]
'ChiralSelection.axial_divergence' depends on axioms: [propext, Classical.choice, Quot.sound]
'ChiralSelection.vector_divergence' depends on axioms: [propext, Classical.choice, Quot.sound]
```
